# The trace of the Green's matrix as the logarithmic derivative of the characteristic polynomial

Take one level, \(H=(a)\), with \(D(z)=z-a\) and \(G(z)=1/(z-a)\). For \(z_0\ne a\),
\[ D(z)=D(z_0)\,\bigl[1+(z-z_0)\,G(z_0)\bigr], \]
so \(D'(z_0)=D(z_0)\,G(z_0)\). For matrices the same factorisation holds, and the slope of the bracket's determinant is a trace. This is a special case of Jacobi's formula, which also covers arbitrary differentiable matrix functions and, in adjugate form, singular points.

In a finite basis with energy-independent \(H\) and overlap \(S\), the result links the secular determinant \(\det(zS-H)\) of an electronic-structure model to \(\operatorname{tr}[(zS-H)^{-1}S]\), which reduces to \(\operatorname{tr}G\) in an orthonormal basis (\(S=1\)). That this trace near the real axis yields a density of states for Hermitian \(H\) and positive-definite \(S\) is not proved here.

## Setting

The basis is labelled by any finite type `n`. The matrices \(H\) and \(S\) are complex and square, with no Hermiticity or positivity assumed. The sign convention is \(G(z)=(z-H)^{-1}\), called `green H z`. In addition `overlapGreen S H z` is \(G_S(z)=(zS-H)^{-1}\) and `secular H z` is \(D(z)=\det(z-H)\). `IsUnit` means invertible, and `HasDerivAt f d z₀` means that \(f\) is complex differentiable at \(z_0\) with derivative \(d\).

```lean
import Mathlib

open Polynomial

namespace GreenTraceLogDerivative

noncomputable section

variable {n : Type*} [Fintype n] [DecidableEq n]

/-- The Green's matrix (resolvent) `G(z) = (z - H)⁻¹` of the matrix `H`. -/
def green (H : Matrix n n ℂ) (z : ℂ) : Matrix n n ℂ :=
  (z • (1 : Matrix n n ℂ) - H)⁻¹

/-- The Green's matrix `G_S(z) = (z S - H)⁻¹` in a basis with overlap matrix `S`. -/
def overlapGreen (S H : Matrix n n ℂ) (z : ℂ) : Matrix n n ℂ :=
  (z • S - H)⁻¹

/-- The secular determinant `D(z) = det (z - H)`. -/
def secular (H : Matrix n n ℂ) (z : ℂ) : ℂ :=
  (z • (1 : Matrix n n ℂ) - H).det
```

## (a) Determinant near the identity

*Task.* Show that \(t\mapsto\det(1+tM)\) has derivative \(\operatorname{tr}M\) at \(t=0\).

*Solution.* In the sum over permutations the identity contributes \(\prod_i(1+tM_{ii})=1+t\operatorname{tr}M+O(t^2)\). Any other permutation moves at least two indices and carries a factor \(t^2\). Hence \(\det(1+tM)=1+t\operatorname{tr}M+t^2q(t)\) with \(q\) a polynomial. In Lean `Matrix.det_one_add_smul` supplies this expansion, and `hfun` rewrites it as one polynomial, which is then differentiated.

```lean
/-- The function `t ↦ det (1 + t M)` has derivative `tr M` at `t = 0`. -/
theorem hasDerivAt_det_one_add (M : Matrix n n ℂ) :
    HasDerivAt (fun t : ℂ => (1 + t • M).det) M.trace 0 := by
  -- expansion to first order, with a polynomial remainder of order `t²`
  obtain ⟨p, hp⟩ : ∃ p : ℂ[X], ∀ r : ℂ,
      (1 + r • M).det = 1 + M.trace * r + p.eval r * r ^ 2 :=
    ⟨_, fun r => Matrix.det_one_add_smul r M⟩
  have hfun : (fun t : ℂ => (1 + t • M).det)
      = fun t => (1 + C M.trace * X + p * X * X : ℂ[X]).eval t := by
    funext t
    simp only [hp, eval_add, eval_mul, eval_one, eval_C, eval_X]
    ring
  rw [hfun]
  have h := (1 + C M.trace * X + p * X * X : ℂ[X]).hasDerivAt 0
  exact h.congr_deriv (by simp)
```

## (b) Factorisation

*Task.* For \(A_0=z_0S-H\) invertible and every \(z\), show \(zS-H=A_0\,[1+(z-z_0)G_S(z_0)S]\).

*Solution.* Since \(A_0G_S(z_0)=1\), which is `hinv`, the right side is \(A_0+(z-z_0)S=zS-H\).

```lean
/-- If `z₀ S - H` is invertible, then
`z S - H = (z₀ S - H) (1 + (z - z₀) G_S(z₀) S)` for every `z`. -/
theorem pencil_factor (S H : Matrix n n ℂ) (z₀ z : ℂ) (h : IsUnit (z₀ • S - H)) :
    z • S - H = (z₀ • S - H) * (1 + (z - z₀) • (overlapGreen S H z₀ * S)) := by
  have hinv := Matrix.mul_nonsing_inv _ ((Matrix.isUnit_iff_isUnit_det _).mp h)
  unfold overlapGreen
  rw [Matrix.mul_add, Matrix.mul_one, Matrix.mul_smul, ← Matrix.mul_assoc, hinv,
    Matrix.one_mul, sub_smul]
  abel
```

## (c) Non-orthogonal basis

*Task.* Under the same hypothesis, show that \(\det(zS-H)\) has derivative \(\det A_0\,\operatorname{tr}[G_S(z_0)S]\) at \(z_0\).

*Solution.* Taking determinants in (b) gives \(\det(zS-H)=\det A_0\,\det(1+tM)\) with \(t=z-z_0\) and \(M=G_S(z_0)S\). This is `hfun`. Part (a), shifted to \(z_0\) and multiplied by the constant \(\det A_0\), is `h2`.

```lean
/-- If `z₀ S - H` is invertible, then `z ↦ det (z S - H)` has derivative
`det (z₀ S - H) · tr (G_S(z₀) S)` at `z₀`. -/
theorem hasDerivAt_det_pencil (S H : Matrix n n ℂ) (z₀ : ℂ) (h : IsUnit (z₀ • S - H)) :
    HasDerivAt (fun z : ℂ => (z • S - H).det)
      ((z₀ • S - H).det * (overlapGreen S H z₀ * S).trace) z₀ := by
  have h1 : HasDerivAt (fun t : ℂ => (1 + t • (overlapGreen S H z₀ * S)).det)
      (overlapGreen S H z₀ * S).trace (z₀ - z₀) := by
    rw [sub_self]
    exact hasDerivAt_det_one_add _
  have h2 := (HasDerivAt.comp_sub_const z₀ z₀ h1).const_mul (z₀ • S - H).det
  -- the determinant of the factorized pencil
  have hfun : (fun z : ℂ => (z • S - H).det)
      = fun z => (z₀ • S - H).det * (1 + (z - z₀) • (overlapGreen S H z₀ * S)).det := by
    funext z
    exact (congrArg Matrix.det (pencil_factor S H z₀ z h)).trans (Matrix.det_mul _ _)
  rw [hfun]
  exact h2
```

## (d) Main theorem

*Task.* For \(z_0-H\) invertible, show that \(D\) is differentiable at \(z_0\) with
\[ D'(z_0)=D(z_0)\operatorname{tr}G(z_0). \]

*Solution.* Set \(S=1\) in (c). Invertibility cannot be dropped: for \(H=(a)\) and \(z_0=a\) the inverse \(G(a)\) does not exist. Lean assigns the value \(0\) to the inverse of a singular matrix, so there the right side would be \(0\), while the left side is \(1\).

```lean
/-- Main theorem: if `z₀ - H` is invertible, then `z ↦ det (z - H)` has derivative
`det (z₀ - H) · tr G(z₀)` at `z₀`. -/
theorem hasDerivAt_secular (H : Matrix n n ℂ) (z₀ : ℂ)
    (h : IsUnit (z₀ • (1 : Matrix n n ℂ) - H)) :
    HasDerivAt (secular H) (secular H z₀ * (green H z₀).trace) z₀ := by
  have h1 := hasDerivAt_det_pencil 1 H z₀ h
  rw [Matrix.mul_one] at h1
  exact h1
```

## (e) Characteristic polynomial

*Task.* Show \(D(z)=p(z)\) for all \(z\), where \(p\) is `H.charpoly`.

*Solution.* By definition \(p(X)=\det(X-H)\), and substituting \(X=z\) commutes with the determinant. This is `Matrix.eval_charpoly`, and `hs` identifies the scalar matrix with \(z\cdot 1\).

```lean
/-- The secular determinant `det (z - H)` is the characteristic polynomial of `H`
evaluated at `z`. -/
theorem secular_eq_eval_charpoly (H : Matrix n n ℂ) (z : ℂ) :
    secular H z = H.charpoly.eval z := by
  have hs : Matrix.scalar n z = z • (1 : Matrix n n ℂ) := by
    ext i j
    by_cases hij : i = j <;>
      simp [Matrix.scalar_apply, hij]
  rw [Matrix.eval_charpoly, hs]
  rfl
```

## (f) Logarithmic derivative

*Task.* For \(z_0-H\) invertible, show \(p(z_0)\ne0\) and \(\operatorname{tr}G(z_0)=p'(z_0)/p(z_0)\), with \(p'\) the formal `derivative`.

*Solution.* An invertible matrix has nonzero determinant, so \(p(z_0)\ne0\) by (e). The function \(D=p\) has derivative \(p'(z_0)\), and by (d) also \(p(z_0)\operatorname{tr}G(z_0)\). Derivatives are unique (`h2.unique h1`), and division by \(p(z_0)\) finishes.

```lean
/-- If `z₀ - H` is invertible, the characteristic polynomial `p` of `H` does not vanish at
`z₀`, and `tr G(z₀) = p'(z₀) / p(z₀)`. -/
theorem trace_green_eq_logDeriv_charpoly (H : Matrix n n ℂ) (z₀ : ℂ)
    (h : IsUnit (z₀ • (1 : Matrix n n ℂ) - H)) :
    H.charpoly.eval z₀ ≠ 0 ∧
      (green H z₀).trace = (derivative H.charpoly).eval z₀ / H.charpoly.eval z₀ := by
  have hne : secular H z₀ ≠ 0 := ((Matrix.isUnit_iff_isUnit_det _).mp h).ne_zero
  have h1 := hasDerivAt_secular H z₀ h
  have hfun : secular H = fun z => H.charpoly.eval z :=
    funext (secular_eq_eval_charpoly H)
  have h2 : HasDerivAt (secular H) ((derivative H.charpoly).eval z₀) z₀ := by
    rw [hfun]
    exact H.charpoly.hasDerivAt z₀
  -- uniqueness of the derivative identifies `p'(z₀)` with `p(z₀) tr G(z₀)`
  have h3 := h2.unique h1
  rw [secular_eq_eval_charpoly] at hne h3
  refine ⟨hne, ?_⟩
  rw [h3]
  exact (mul_div_cancel_left₀ _ hne).symm
```

## (g) The logarithm itself

*Task.* Let \(c\in\mathbb C\), and let \(cD(z_0)\) lie in `Complex.slitPlane`, the plane without the non-positive real axis. Show that \(\log(cD(z))\), with the principal branch `Complex.log`, has derivative \(\operatorname{tr}G(z_0)\) at \(z_0\).

*Solution.* The slit plane excludes \(0\), so \(c\ne0\) and \(D(z_0)\ne0\), and invertibility follows without being assumed. The chain rule, `clog`, gives \(cD(z_0)\operatorname{tr}G(z_0)/(cD(z_0))\), which `field_simp` cancels. The constant serves to rotate \(D(z_0)\) off the cut. The statement is local and constructs no branch along a path.

```lean
/-- If `c · det (z₀ - H)` lies off the branch cut of the principal logarithm, then
`z ↦ log (c · det (z - H))` has derivative `tr G(z₀)` at `z₀`. -/
theorem hasDerivAt_log_secular (H : Matrix n n ℂ) (z₀ c : ℂ)
    (hs : c * secular H z₀ ∈ Complex.slitPlane) :
    HasDerivAt (fun z => Complex.log (c * secular H z)) (green H z₀).trace z₀ := by
  have hprod : c * secular H z₀ ≠ 0 := Complex.slitPlane_ne_zero hs
  have hc : c ≠ 0 := left_ne_zero_of_mul hprod
  have hne : secular H z₀ ≠ 0 := right_ne_zero_of_mul hprod
  have hunit : IsUnit (z₀ • (1 : Matrix n n ℂ) - H) :=
    (Matrix.isUnit_iff_isUnit_det _).mpr hne.isUnit
  have h1 := ((hasDerivAt_secular H z₀ hunit).const_mul c).clog hs
  refine h1.congr_deriv ?_
  field_simp
```

## (h) Products of linear factors

*Task.* For \(P=\prod_{\varepsilon\in s}(X-\varepsilon)\) over a `Multiset` \(s\), a finite collection with repetitions, and \(z\notin s\), show \(P'(z)=P(z)\,\Sigma\) with \(\Sigma=\sum_{\varepsilon\in s}(z-\varepsilon)^{-1}\).

*Solution.* Use induction on \(s\). The empty case reads \(0=1\cdot0\). For one more factor \(X-a\) with \(a\ne z\), the product rule gives
\[ P+(z-a)P\,\Sigma=(z-a)P\,\bigl[(z-a)^{-1}+\Sigma\bigr]. \]
The last equality needs only \((z-a)(z-a)^{-1}=1\), which is `hc`, used by `linear_combination`.

```lean
/-- For `p = ∏ (X - ε)` over a multiset of complex numbers `ε` not containing `z`,
one has `p'(z) = p(z) ∑ 1 / (z - ε)`. -/
theorem eval_derivative_prod (s : Multiset ℂ) (z : ℂ) (hz : z ∉ s) :
    (derivative (s.map fun e => (X - C e : ℂ[X])).prod).eval z
      = ((s.map fun e => (X - C e : ℂ[X])).prod).eval z
        * (s.map fun e => (z - e)⁻¹).sum := by
  induction s using Multiset.induction_on with
  | empty => simp
  | cons a s ih =>
    have ha : z - a ≠ 0 :=
      sub_ne_zero.mpr fun h => hz (by rw [h]; exact Multiset.mem_cons_self _ _)
    have hs : z ∉ s := fun h => hz (Multiset.mem_cons_of_mem h)
    have hc := mul_inv_cancel₀ ha
    -- product rule for one more linear factor
    simp only [Multiset.map_cons, Multiset.prod_cons, Multiset.sum_cons, derivative_mul,
      map_sub, derivative_X, derivative_C, eval_add, eval_mul, eval_sub, eval_X, eval_C,
      eval_one, sub_zero, ih hs]
    linear_combination (-(eval z (s.map fun e => (X - C e : ℂ[X])).prod)) * hc
```

## (i) Sum over eigenvalues

*Task.* For \(z_0-H\) invertible, show \(\operatorname{tr}G(z_0)=\sum_\varepsilon(z_0-\varepsilon)^{-1}\), summed over `H.charpoly.roots` with algebraic multiplicity.

*Solution.* Over \(\mathbb C\) the number of roots equals the degree (`hcard`), so the monic \(p\) is the product of its linear factors (`hprod`). By (f), \(z_0\) is not a root, so (h) gives \(p'(z_0)=p(z_0)\Sigma\), and dividing by \(p(z_0)\) in (f) leaves \(\Sigma\). No eigenvectors enter, so \(H\) need not be diagonalisable.

```lean
/-- If `z₀ - H` is invertible, then `tr G(z₀) = ∑ 1 / (z₀ - ε)`, the sum running over the
roots `ε` of the characteristic polynomial of `H` counted with multiplicity. -/
theorem trace_green_eq_sum_roots (H : Matrix n n ℂ) (z₀ : ℂ)
    (h : IsUnit (z₀ • (1 : Matrix n n ℂ) - H)) :
    (green H z₀).trace = (H.charpoly.roots.map fun e => (z₀ - e)⁻¹).sum := by
  obtain ⟨hne, htr⟩ := trace_green_eq_logDeriv_charpoly H z₀ h
  -- over ℂ the characteristic polynomial splits into linear factors
  have hcard : Multiset.card H.charpoly.roots = H.charpoly.natDegree :=
    IsAlgClosed.card_roots_eq_natDegree
  have hprod : (H.charpoly.roots.map fun e => (X - C e : ℂ[X])).prod = H.charpoly :=
    prod_multiset_X_sub_C_of_monic_of_roots_card_eq H.charpoly_monic hcard
  have hz : z₀ ∉ H.charpoly.roots := fun hm => hne (isRoot_of_mem_roots hm)
  have key := eval_derivative_prod _ z₀ hz
  rw [hprod] at key
  rw [htr, key]
  exact mul_div_cancel_left₀ _ hne
```

## (j) Two levels

*Task.* For \(H=\begin{pmatrix}a&t\\u&b\end{pmatrix}\) with independent complex entries and \((z-a)(z-b)-tu\ne0\), show
\[ \bigl[(z-a)(z-b)-tu\bigr]\operatorname{tr}G(z)=2z-a-b. \]

*Solution.* The \(2\times2\) determinant is \(D(w)=(w-a)(w-b)-tu\), which is `hsec`, so \(z-H\) is invertible. The product rule gives \(D'(z)=(z-b)+(z-a)\), which is `h2`. Uniqueness equates this with the value from (d).

```lean
/-- For the two-level matrix `H = [[a, t], [u, b]]` and `(z - a)(z - b) - t u ≠ 0`,
one has `((z - a)(z - b) - t u) · tr G(z) = 2 z - a - b`. -/
theorem trace_green_two_level (a b t u z : ℂ) (hz : (z - a) * (z - b) - t * u ≠ 0) :
    ((z - a) * (z - b) - t * u) * (green !![a, t; u, b] z).trace = 2 * z - a - b := by
  have hsec : ∀ w : ℂ, secular !![a, t; u, b] w = (w - a) * (w - b) - t * u := by
    intro w
    have h00 : (w • (1 : Matrix (Fin 2) (Fin 2) ℂ) - !![a, t; u, b]) 0 0 = w - a := by simp
    have h01 : (w • (1 : Matrix (Fin 2) (Fin 2) ℂ) - !![a, t; u, b]) 0 1 = -t := by simp
    have h10 : (w • (1 : Matrix (Fin 2) (Fin 2) ℂ) - !![a, t; u, b]) 1 0 = -u := by simp
    have h11 : (w • (1 : Matrix (Fin 2) (Fin 2) ℂ) - !![a, t; u, b]) 1 1 = w - b := by simp
    unfold secular
    rw [Matrix.det_fin_two, h00, h01, h10, h11]
    ring
  have hfun : secular !![a, t; u, b] = fun w => (w - a) * (w - b) - t * u := funext hsec
  have hne : secular !![a, t; u, b] z ≠ 0 := by
    rw [hsec]
    exact hz
  have hunit : IsUnit (z • (1 : Matrix (Fin 2) (Fin 2) ℂ) - !![a, t; u, b]) :=
    (Matrix.isUnit_iff_isUnit_det _).mpr hne.isUnit
  have h2 : HasDerivAt (secular !![a, t; u, b]) (2 * z - a - b) z := by
    rw [hfun]
    have h3 := (((hasDerivAt_id' z).sub_const a).fun_mul
      ((hasDerivAt_id' z).sub_const b)).sub_const (t * u)
    exact h3.congr_deriv (by ring)
  have h4 := (hasDerivAt_secular _ z hunit).unique h2
  rw [hsec] at h4
  exact h4

end

end GreenTraceLogDerivative
```

```lean
#print axioms GreenTraceLogDerivative.hasDerivAt_secular
#print axioms GreenTraceLogDerivative.trace_green_eq_logDeriv_charpoly
#print axioms GreenTraceLogDerivative.trace_green_eq_sum_roots
#print axioms GreenTraceLogDerivative.trace_green_two_level
```

```
'GreenTraceLogDerivative.hasDerivAt_secular' depends on axioms: [propext, Classical.choice, Quot.sound]
'GreenTraceLogDerivative.trace_green_eq_logDeriv_charpoly' depends on axioms: [propext, Classical.choice, Quot.sound]
'GreenTraceLogDerivative.trace_green_eq_sum_roots' depends on axioms: [propext, Classical.choice, Quot.sound]
'GreenTraceLogDerivative.trace_green_two_level' depends on axioms: [propext, Classical.choice, Quot.sound]
```
